# On the same grid and potential, the sinc kinetic matrix gives a higher lowest energy than the three-point matrix

Take $N\ge 1$ consecutive grid points with spacing $h>0$ and any real diagonal potential. The lowest eigenvalue of the Hamiltonian with the sinc kinetic matrix is strictly greater than that with the three-point matrix. The same holds for any real symmetric potential matrix $V$.

## Two kinetic energies for one grid

In units where $\hbar$ and the particle mass equal 1, the kinetic operator is $-\tfrac12\,d^2/dx^2$. With $i,j=0,\dots,N-1$, its two discretisations are

$$T^{\rm s}_{ij}=\begin{cases}\pi^2/(6h^2)&i=j\\(-1)^{i-j}/(h^2(i-j)^2)&i\ne j\end{cases}\qquad
T^{\rm t}_{ij}=\begin{cases}1/h^2&i=j\\-1/(2h^2)&|i-j|=1\\0&\text{otherwise.}\end{cases}$$

Let $k\in[-\pi,\pi]$ be the phase advance per grid point. On an infinite grid, a plane wave has energy $k^2/(2h^2)$ with the sinc matrix and $(1-\cos k)/h^2$ with the three-point one. The $N$-point matrices are finite blocks of these infinite ones.

For one particle on a finite one-dimensional grid, the result fixes the sign of the difference between the two ground-state energies. It does not compare either energy with the continuum value.

## The statement in Lean

`sincKinetic N h` and `threePointKinetic N h` are $T^{\rm s}$ and $T^{\rm t}$, and `Fin N` labels the points. `energyLevels A` is the set of real eigenvalues of $A$, and `lowestEnergy A` is its infimum, which `lowestEnergy_spec` shows to be an attained minimum for symmetric matrices of nonzero size.

The theorem `threePoint_lt_sinc` assumes `1 ≤ N`, `0 < h` and `V.IsSymm`. In `threePoint_lt_sinc_diagonal`, the potential is a list of $N$ real values, placed on the diagonal by `Matrix.diagonal V`.

## From dispersions to energies

**Matrix entries.** Put $m=i-j$. Integrating by parts twice for $m\neq0$ gives

$$\int_0^\pi \frac{k^2}{2}\cos(mk)\,dk=\left[\frac{k^2\sin mk}{2m}+\frac{k\cos mk}{m^2}-\frac{\sin mk}{m^3}\right]_0^\pi=\frac{\pi(-1)^m}{m^2}.$$

For $m=0$ the integral is $\pi^3/6$. Both values equal $\pi h^2T^{\rm s}_{ij}$. Since $\cos k\cos mk=\tfrac12[\cos (m+1)k+\cos (m-1)k]$, the integral of $(1-\cos k)\cos mk$ is $\pi$ for $m=0$, $-\pi/2$ for $|m|=1$ and zero otherwise, which is $\pi h^2T^{\rm t}_{ij}$.

**Quadratic forms.** For a real vector $x$, define the spectral weight

$$w(k)=\Big(\sum_i x_i\cos ik\Big)^2+\Big(\sum_i x_i\sin ik\Big)^2=\sum_{i,j}x_ix_j\cos((i-j)k)\ge0.$$

Summing the entry integrals against $x_ix_j$ gives

$$\pi h^2\,x\cdot(T^{\rm s}-T^{\rm t})x=\int_0^\pi\Big(\frac{k^2}{2}-1+\cos k\Big)w(k)\,dk.$$

For $0<k\le\pi$ we have $0\le\sin(k/2)<k/2$, so $1-\cos k=2\sin^2(k/2)<k^2/2$. Also $\int_0^\pi w\,dk=\pi\,x\cdot x$, so for $x\ne0$ the weight is positive somewhere in $(0,\pi]$. The integrand is continuous, nonnegative and positive at that point, hence the integral is positive.

**Rayleigh bound.** Let $A$ be real symmetric. By compactness, $x\cdot Ax$ has a minimum $E$ on the unit sphere, at some $v$. By scaling, $x\cdot Ax\ge E\,x\cdot x$ for all $x$. Set $u=Av-Ev$ and insert $v+tu$:

$$0\le 2t\,u\cdot u+t^2\,(u\cdot Au-E\,u\cdot u)\quad\text{for all real }t.$$

This forces $u=0$, so $E$ is an eigenvalue, and by the bound it is the lowest.

**Lowest energies.** Write $E^{\rm s}$ and $E^{\rm t}$ for the lowest eigenvalues of $T^{\rm s}+V$ and $T^{\rm t}+V$, and let $v$ now be a normalised lowest eigenvector of $T^{\rm s}+V$. Then

$$E^{\rm t}\le v\cdot(T^{\rm t}+V)v<v\cdot(T^{\rm s}+V)v=E^{\rm s}.$$

## A non-symmetric potential, and a five-point stencil

The result fails for arbitrary real matrices $V$. Take $N=2$, $h=1$ and $V=\begin{pmatrix}0&1/2\\-1&0\end{pmatrix}$. The three-point Hamiltonian has only the eigenvalue $1$, while the sinc one has $\pi^2/6\pm1$, whose lower value is about $0.645$.

For symmetric $V$, the argument by hand also places the lowest energy with the five-point stencil (diagonal $5/4$, then $-2/3$ and $1/24$, in units of $1/h^2$) strictly between the three-point and sinc values. With $s=1-\cos k$ its dispersion is $s+s^2/6$, and these are the first two terms of a series for $k^2/2$ in powers of $s$ with positive coefficients.

## The Lean file

```lean
import Mathlib

open Matrix
open scoped Real

namespace SincVersusThreePoint

noncomputable section

/-- The sinc kinetic matrix on `N` consecutive points with spacing `h ≠ 0`. -/
def sincKinetic (N : ℕ) (h : ℝ) : Matrix (Fin N) (Fin N) ℝ :=
  Matrix.of fun i j => if i = j then π ^ 2 / (6 * h ^ 2) else
    (-1 : ℝ) ^ (((i : ℕ) : ℤ) - ((j : ℕ) : ℤ)) / (h ^ 2 * (((i : ℕ) : ℝ) - ((j : ℕ) : ℝ)) ^ 2)

/-- The three-point kinetic matrix on `N` consecutive points with spacing `h ≠ 0`. -/
def threePointKinetic (N : ℕ) (h : ℝ) : Matrix (Fin N) (Fin N) ℝ :=
  Matrix.of fun i j => if i = j then 1 / h ^ 2 else
    if (i : ℕ) + 1 = j ∨ (j : ℕ) + 1 = i then -1 / (2 * h ^ 2) else 0

/-- The energy levels of a real matrix: its real eigenvalues. -/
def energyLevels {n : Type*} [Fintype n] (A : Matrix n n ℝ) : Set ℝ :=
  {E | ∃ v : n → ℝ, v ≠ 0 ∧ A *ᵥ v = E • v}

/-- The lowest energy: the infimum of the energy levels. -/
def lowestEnergy {n : Type*} [Fintype n] (A : Matrix n n ℝ) : ℝ := sInf (energyLevels A)

/-- For `h ≠ 0`, `A` has dispersion `ε(k) / h²` on `0 ≤ k ≤ π`: its entries are `1/π` times the
integrals of `ε(k) / h²` against `cos ((i - j) k)` over that interval, where `k` is the phase
advance per grid point. -/
def HasDispersion {N : ℕ} (ε : ℝ → ℝ) (h : ℝ) (A : Matrix (Fin N) (Fin N) ℝ) : Prop :=
  ∀ i j : Fin N, (∫ k in (0 : ℝ)..π, ε k * Real.cos ((((i : ℕ) : ℝ) - ((j : ℕ) : ℝ)) * k))
    = π * h ^ 2 * A i j

/-- The spectral weight of a grid function at phase `k`. -/
def weight {N : ℕ} (x : Fin N → ℝ) (k : ℝ) : ℝ :=
  (∑ i, x i * Real.cos (((i : ℕ) : ℝ) * k)) ^ 2 + (∑ i, x i * Real.sin (((i : ℕ) : ℝ) * k)) ^ 2

/-- A real symmetric matrix of nonzero size has a lowest energy level, and this level bounds the
energy expectation value `(x·Ax) / (x·x)` of every nonzero vector `x` from below. -/
theorem lowestEnergy_spec {n : Type*} [Fintype n] [Nonempty n] {A : Matrix n n ℝ}
    (hA : A.IsSymm) : IsLeast (energyLevels A) (lowestEnergy A) ∧
      ∀ x : n → ℝ, lowestEnergy A * (x ⬝ᵥ x) ≤ x ⬝ᵥ A *ᵥ x := by
  classical
  have pos : ∀ x : n → ℝ, x ≠ 0 → 0 < x ⬝ᵥ x := fun x hx =>
    lt_of_le_of_ne (Finset.sum_nonneg fun i _ => mul_self_nonneg (x i))
      (Ne.symm (mt dotProduct_self_eq_zero.mp hx))
  -- the unit sphere is compact, so the energy has a minimiser `v`
  have hc : IsCompact {x : n → ℝ | x ⬝ᵥ x = 1} := by
    refine Metric.isCompact_of_isClosed_isBounded
      (isClosed_eq (by simp only [dotProduct]; fun_prop) continuous_const) ?_
    refine (Metric.isBounded_closedBall (x := (0 : n → ℝ)) (r := 1)).subset fun x hx => ?_
    rw [mem_closedBall_zero_iff, pi_norm_le_iff_of_nonneg zero_le_one]
    intro i
    have hi : x i * x i ≤ x ⬝ᵥ x := Finset.single_le_sum (f := fun j => x j * x j)
      (fun j _ => mul_self_nonneg (x j)) (Finset.mem_univ i)
    rw [Set.mem_ofPred_eq] at hx
    rw [hx] at hi
    exact abs_le.mpr ⟨by nlinarith, by nlinarith⟩
  have hne : {x : n → ℝ | x ⬝ᵥ x = 1}.Nonempty :=
    ⟨Pi.single (Classical.arbitrary n) 1, by simp⟩
  have hcont : Continuous fun x : n → ℝ => x ⬝ᵥ A *ᵥ x := by
    simp only [dotProduct, mulVec]; fun_prop
  obtain ⟨v, hv, hmin⟩ := hc.exists_isMinOn hne hcont.continuousOn
  rw [Set.mem_ofPred_eq] at hv
  obtain ⟨E, hE⟩ : ∃ E, E = v ⬝ᵥ A *ᵥ v := ⟨_, rfl⟩
  have hvar : ∀ x : n → ℝ, E * (x ⬝ᵥ x) ≤ x ⬝ᵥ A *ᵥ x := by
    intro x
    by_cases hx : x = 0
    · simp [hx]
    have hs := pos x hx
    obtain ⟨r, hr⟩ : ∃ r : ℝ, r * r * (x ⬝ᵥ x) = 1 :=
      ⟨(√(x ⬝ᵥ x))⁻¹, by rw [← mul_inv, Real.mul_self_sqrt hs.le, inv_mul_cancel₀ hs.ne']⟩
    have h1 : v ⬝ᵥ A *ᵥ v ≤ (r • x) ⬝ᵥ A *ᵥ (r • x) := isMinOn_iff.mp hmin (r • x) (by
      simp only [Set.mem_ofPred_eq, smul_dotProduct, dotProduct_smul, smul_eq_mul]
      linear_combination hr)
    rw [← hE] at h1
    simp only [mulVec_smul, smul_dotProduct, dotProduct_smul, smul_eq_mul] at h1
    calc E * (x ⬝ᵥ x) ≤ r * (r * (x ⬝ᵥ A *ᵥ x)) * (x ⬝ᵥ x) :=
          mul_le_mul_of_nonneg_right h1 hs.le
      _ = x ⬝ᵥ A *ᵥ x := by linear_combination (x ⬝ᵥ A *ᵥ x) * hr
  -- the residual `u` of the minimiser vanishes by the first-order variation
  obtain ⟨u, hu⟩ : ∃ u, u = A *ᵥ v - E • v := ⟨_, rfl⟩
  have huu : u ⬝ᵥ u = u ⬝ᵥ A *ᵥ v - E * (u ⬝ᵥ v) := by
    have h1 := congrArg (fun w => u ⬝ᵥ w) hu
    simpa only [dotProduct_sub, dotProduct_smul, smul_eq_mul] using h1
  have hsym : v ⬝ᵥ A *ᵥ u = u ⬝ᵥ A *ᵥ v := by
    rw [Matrix.dotProduct_mulVec, ← Matrix.mulVec_transpose, hA.eq, dotProduct_comm]
  have hq : ∀ t : ℝ, 0 ≤ (u ⬝ᵥ A *ᵥ u - E * (u ⬝ᵥ u)) * (t * t) + 2 * (u ⬝ᵥ u) * t + 0 := by
    intro t
    have h1 := hvar (v + t • u)
    simp only [mulVec_add, mulVec_smul, add_dotProduct, dotProduct_add, smul_dotProduct,
      dotProduct_smul, smul_eq_mul] at h1
    rw [hsym, dotProduct_comm v u, hv, ← hE] at h1
    linear_combination h1 + (-2 * t) * huu
  have hd := discrim_le_zero hq
  unfold discrim at hd
  have hu2 : (u ⬝ᵥ u) ^ 2 = 0 := le_antisymm (by linarith) (sq_nonneg _)
  have hu0 : u = 0 := dotProduct_self_eq_zero.mp (pow_eq_zero_iff two_ne_zero |>.mp hu2)
  have hL : IsLeast (energyLevels A) E := by
    refine ⟨⟨v, fun h0 => by simp [h0] at hv, sub_eq_zero.mp (hu.symm.trans hu0)⟩, ?_⟩
    rintro F ⟨w, hw, hF⟩
    have h1 := hvar w
    rw [hF, dotProduct_smul, smul_eq_mul] at h1
    exact le_of_mul_le_mul_right h1 (pos w hw)
  have hEq : lowestEnergy A = E := hL.csInf_eq
  rw [hEq]
  exact ⟨hL, hvar⟩

/-- For two real symmetric Hamiltonians of the same nonzero size: if one has a strictly smaller
expectation value than the other in every nonzero vector, its lowest energy is strictly smaller. -/
theorem lowestEnergy_lt {n : Type*} [Fintype n] [Nonempty n] {A B : Matrix n n ℝ}
    (hA : A.IsSymm) (hB : B.IsSymm) (h : ∀ x : n → ℝ, x ≠ 0 → x ⬝ᵥ A *ᵥ x < x ⬝ᵥ B *ᵥ x) :
    lowestEnergy A < lowestEnergy B := by
  obtain ⟨v, hv, hBv⟩ := (lowestEnergy_spec hB).1.1
  have h1 := ((lowestEnergy_spec hA).2 v).trans_lt (h v hv)
  rw [hBv, dotProduct_smul, smul_eq_mul] at h1
  exact lt_of_mul_lt_mul_right h1 (Finset.sum_nonneg fun i _ => mul_self_nonneg (v i))

/-- Over phases from `0` to `π`, the cosine of an integer multiple `m` of the phase integrates
to `π` for `m = 0` and to zero otherwise. -/
lemma integral_cos_int (m : ℤ) :
    (∫ k in (0 : ℝ)..π, Real.cos ((m : ℝ) * k)) = if m = 0 then π else 0 := by
  split_ifs with hm
  · simp [hm]
  have hm' : (m : ℝ) ≠ 0 := Int.cast_ne_zero.mpr hm
  have hF : ∀ k : ℝ, HasDerivAt (fun k : ℝ => Real.sin (m * k) / m) (Real.cos (m * k)) k := by
    intro k
    have hl : HasDerivAt (fun k : ℝ => (m : ℝ) * k) m k := by
      simpa using (hasDerivAt_id' k).const_mul (m : ℝ)
    exact (hl.sin.div_const (m : ℝ)).congr_deriv (by field_simp)
  rw [intervalIntegral.integral_eq_sub_of_hasDerivAt (fun k _ => hF k)
    (Continuous.intervalIntegrable (by fun_prop) _ _)]
  simp [Real.sin_int_mul_pi]

/-- For `h > 0` the sinc kinetic matrix has the free-particle dispersion `k²/2`,
in units of `1/h²`. -/
theorem sinc_dispersion (N : ℕ) {h : ℝ} (hh : 0 < h) :
    HasDispersion (fun k => k ^ 2 / 2) h (sincKinetic N h) := by
  intro i j
  show (∫ k in (0 : ℝ)..π, k ^ 2 / 2 * Real.cos ((((i : ℕ) : ℝ) - ((j : ℕ) : ℝ)) * k)) = _
  by_cases hij : i = j
  · subst hij
    simp only [sub_self, zero_mul, Real.cos_zero, mul_one, sincKinetic, Matrix.of_apply, if_true]
    rw [intervalIntegral.integral_div, integral_pow]
    push_cast
    field_simp
    ring
  have hv : (i : ℕ) ≠ j := fun e => hij (Fin.ext e)
  have hd : ((i : ℕ) : ℝ) - ((j : ℕ) : ℝ) ≠ 0 := sub_ne_zero.mpr (Nat.cast_injective.ne hv)
  have hc : ((i : ℕ) : ℝ) - ((j : ℕ) : ℝ) = ((((i : ℕ) : ℤ) - ((j : ℕ) : ℤ) : ℤ) : ℝ) := by simp
  simp only [sincKinetic, Matrix.of_apply, if_neg hij]
  rw [hc] at hd ⊢
  generalize ((i : ℕ) : ℤ) - ((j : ℕ) : ℤ) = m at hd ⊢
  -- integrate by parts twice
  have hF : ∀ k : ℝ, HasDerivAt (fun k : ℝ => k * k / 2 * (Real.sin (m * k) / m)
      + k * (Real.cos (m * k) / m ^ 2) - Real.sin (m * k) / m ^ 3)
      (k ^ 2 / 2 * Real.cos (m * k)) k := by
    intro k
    have hl : HasDerivAt (fun k : ℝ => (m : ℝ) * k) m k := by
      simpa using (hasDerivAt_id' k).const_mul (m : ℝ)
    have hk := hasDerivAt_id' k
    exact ((((hk.fun_mul hk).div_const 2).fun_mul (hl.sin.div_const (m : ℝ))).fun_add
      (hk.fun_mul (hl.cos.div_const ((m : ℝ) ^ 2))) |>.fun_sub
      (hl.sin.div_const ((m : ℝ) ^ 3))).congr_deriv (by field_simp; ring)
  rw [intervalIntegral.integral_eq_sub_of_hasDerivAt (fun k _ => hF k)
    (Continuous.intervalIntegrable (by fun_prop) _ _)]
  simp only [Real.sin_int_mul_pi, Real.cos_int_mul_pi, mul_zero, zero_mul, Real.sin_zero,
    zero_div, add_zero, zero_add, sub_zero]
  generalize (-1 : ℝ) ^ m = s
  field_simp

/-- For `h > 0` the three-point kinetic matrix has the dispersion `1 - cos k`,
in units of `1/h²`. -/
theorem threePoint_dispersion (N : ℕ) {h : ℝ} (hh : 0 < h) :
    HasDispersion (fun k => 1 - Real.cos k) h (threePointKinetic N h) := by
  intro i j
  show (∫ k in (0 : ℝ)..π, (1 - Real.cos k) *
    Real.cos ((((i : ℕ) : ℝ) - ((j : ℕ) : ℝ)) * k)) = _
  have key : π * h ^ 2 * threePointKinetic N h i j = if (i : ℕ) = j then π else
      if (i : ℕ) + 1 = j ∨ (j : ℕ) + 1 = i then -π / 2 else 0 := by
    simp only [threePointKinetic, Matrix.of_apply, Fin.ext_iff]
    split_ifs
    · field_simp
    · field_simp
    · ring
  have hc : ((i : ℕ) : ℝ) - ((j : ℕ) : ℝ) = ((((i : ℕ) : ℤ) - ((j : ℕ) : ℤ) : ℤ) : ℝ) := by simp
  have e : ∀ m : ℤ, (fun k : ℝ => (1 - Real.cos k) * Real.cos (m * k)) = fun k : ℝ =>
      Real.cos (m * k) - (Real.cos (((m + 1 : ℤ) : ℝ) * k)
        + Real.cos (((m - 1 : ℤ) : ℝ) * k)) / 2 := by
    intro m
    funext k
    push_cast
    rw [show ((m : ℝ) + 1) * k = m * k + k by ring, show ((m : ℝ) - 1) * k = m * k - k by ring,
      Real.cos_add, Real.cos_sub]
    ring
  rw [key, hc, e, intervalIntegral.integral_sub, intervalIntegral.integral_div,
    intervalIntegral.integral_add, integral_cos_int, integral_cos_int, integral_cos_int]
  · split_ifs <;> first | omega | ring
  all_goals exact Continuous.intervalIntegrable (by fun_prop) _ _

/-- For `h > 0`, a matrix with a dispersion is symmetric. -/
lemma HasDispersion.isSymm {N : ℕ} {ε : ℝ → ℝ} {h : ℝ} {A : Matrix (Fin N) (Fin N) ℝ}
    (hA : HasDispersion ε h A) (hh : 0 < h) : A.IsSymm := by
  refine Matrix.IsSymm.ext fun i j => ?_
  have hc : π * h ^ 2 ≠ 0 := by positivity
  refine mul_left_cancel₀ hc ?_
  rw [← hA j i, ← hA i j]
  refine intervalIntegral.integral_congr fun k _ => ?_
  show ε k * Real.cos ((((j : ℕ) : ℝ) - ((i : ℕ) : ℝ)) * k)
    = ε k * Real.cos ((((i : ℕ) : ℝ) - ((j : ℕ) : ℝ)) * k)
  rw [← Real.cos_neg, ← neg_mul, neg_sub]

/-- For a continuous dispersion `ε`, the integral of `ε` against the spectral weight of a grid
function `x` is `π h²` times the quadratic form `x·Ax` of a matrix `A` with that dispersion. -/
theorem HasDispersion.form {N : ℕ} {ε : ℝ → ℝ} {h : ℝ} {A : Matrix (Fin N) (Fin N) ℝ}
    (hA : HasDispersion ε h A) (hε : Continuous ε) (x : Fin N → ℝ) :
    (∫ k in (0 : ℝ)..π, ε k * weight x k) = π * h ^ 2 * (x ⬝ᵥ A *ᵥ x) := by
  have e : (fun k => ε k * weight x k) = fun k => ∑ i, ∑ j, x i * x j *
      (ε k * Real.cos ((((i : ℕ) : ℝ) - ((j : ℕ) : ℝ)) * k)) := by
    funext k
    simp only [weight, sq, Finset.sum_mul_sum, ← Finset.sum_add_distrib]
    simp only [Finset.mul_sum]
    refine Finset.sum_congr rfl fun i _ => Finset.sum_congr rfl fun j _ => ?_
    rw [sub_mul, Real.cos_sub]
    ring
  rw [e, intervalIntegral.integral_finsetSum]
  · simp only [dotProduct, mulVec, Finset.mul_sum]
    refine Finset.sum_congr rfl fun i _ => ?_
    rw [intervalIntegral.integral_finsetSum]
    · refine Finset.sum_congr rfl fun j _ => ?_
      rw [intervalIntegral.integral_const_mul, hA i j]
      ring
    · exact fun j _ => Continuous.intervalIntegrable (by fun_prop) _ _
  · exact fun i _ => Continuous.intervalIntegrable (by fun_prop) _ _

/-- For phases `0 < k ≤ π` the three-point dispersion lies strictly below the free-particle one. -/
theorem dispersion_lt {k : ℝ} (h0 : 0 < k) (hk : k ≤ π) : 1 - Real.cos k < k ^ 2 / 2 := by
  have h1 := Real.sin_lt (half_pos h0)
  have h2 := Real.sin_nonneg_of_nonneg_of_le_pi (half_pos h0).le (by linarith)
  have h3 := Real.cos_two_mul (k / 2)
  have h4 := Real.sin_sq_add_cos_sq (k / 2)
  rw [show 2 * (k / 2) = k by ring] at h3
  nlinarith

/-- For `h > 0`, every nonzero grid function has strictly more sinc kinetic energy than
three-point kinetic energy. -/
theorem kinetic_lt {N : ℕ} {h : ℝ} (hh : 0 < h) (x : Fin N → ℝ) (hx : x ≠ 0) :
    x ⬝ᵥ threePointKinetic N h *ᵥ x < x ⬝ᵥ sincKinetic N h *ᵥ x := by
  have hw : Continuous (weight x) := by unfold weight; fun_prop
  have hw0 : ∀ k, 0 ≤ weight x k := fun k => by unfold weight; positivity
  have hone : HasDispersion (fun _ => 1) 1 (1 : Matrix (Fin N) (Fin N) ℝ) := by
    intro i j
    have hc : ((i : ℕ) : ℝ) - ((j : ℕ) : ℝ) = ((((i : ℕ) : ℤ) - ((j : ℕ) : ℤ) : ℤ) : ℝ) := by
      simp
    simp only [one_mul]
    rw [hc, integral_cos_int]
    by_cases hij : i = j
    · subst hij
      rw [if_pos (sub_self _), Matrix.one_apply_eq]
      ring
    · have hv : (i : ℕ) ≠ j := fun e => hij (Fin.ext e)
      rw [if_neg (by omega), Matrix.one_apply_ne hij, mul_zero]
  -- the weight cannot vanish at all nonzero phases, since its integral is `π` times the squared norm
  obtain ⟨c, hc, hwc⟩ : ∃ c ∈ Set.Ioc 0 π, 0 < weight x c := by
    by_contra hne
    push Not at hne
    have hz : (∫ k in (0 : ℝ)..π, 1 * weight x k) = 0 :=
      intervalIntegral.integral_zero_ae (Filter.Eventually.of_forall fun k hk => by
        rw [Set.uIoc_of_le Real.pi_pos.le] at hk
        rw [one_mul]
        exact le_antisymm (hne k hk) (hw0 k))
    have h1 := hone.form continuous_const x
    rw [hz, one_pow, mul_one, Matrix.one_mulVec] at h1
    exact hx (dotProduct_self_eq_zero.mp
      ((mul_eq_zero.mp h1.symm).resolve_left Real.pi_ne_zero))
  have hpos : 0 < ∫ k in (0 : ℝ)..π, (k ^ 2 / 2 * weight x k - (1 - Real.cos k) * weight x k) := by
    refine intervalIntegral.integral_pos Real.pi_pos
      (Continuous.continuousOn (by fun_prop)) (fun k hk => ?_) ⟨c, ⟨hc.1.le, hc.2⟩, ?_⟩
    · rw [← sub_mul]
      exact mul_nonneg (sub_nonneg.mpr (dispersion_lt hk.1 hk.2).le) (hw0 k)
    · rw [← sub_mul]
      exact mul_pos (sub_pos.mpr (dispersion_lt hc.1 hc.2)) hwc
  rw [intervalIntegral.integral_sub (Continuous.intervalIntegrable (by fun_prop) _ _)
    (Continuous.intervalIntegrable (by fun_prop) _ _),
    (sinc_dispersion N hh).form (by fun_prop) x,
    (threePoint_dispersion N hh).form (by fun_prop) x, sub_pos] at hpos
  exact lt_of_mul_lt_mul_left hpos (by positivity)

/-- On `N ≥ 1` points with spacing `h > 0` and any real symmetric potential matrix, local or not,
the sinc lowest energy strictly exceeds the three-point lowest energy. -/
theorem threePoint_lt_sinc {N : ℕ} (hN : 1 ≤ N) {h : ℝ} (hh : 0 < h)
    {V : Matrix (Fin N) (Fin N) ℝ} (hV : V.IsSymm) :
    lowestEnergy (threePointKinetic N h + V) < lowestEnergy (sincKinetic N h + V) := by
  have : Nonempty (Fin N) := ⟨⟨0, hN⟩⟩
  refine lowestEnergy_lt (((threePoint_dispersion N hh).isSymm hh).add hV)
    (((sinc_dispersion N hh).isSymm hh).add hV) fun x hx => ?_
  rw [Matrix.add_mulVec, Matrix.add_mulVec, dotProduct_add, dotProduct_add]
  linarith [kinetic_lt hh x hx]

/-- On `N ≥ 1` points with spacing `h > 0` and any real diagonal potential, the sinc
lowest energy strictly exceeds the three-point lowest energy. -/
theorem threePoint_lt_sinc_diagonal {N : ℕ} (hN : 1 ≤ N) {h : ℝ} (hh : 0 < h) (V : Fin N → ℝ) :
    lowestEnergy (threePointKinetic N h + Matrix.diagonal V)
      < lowestEnergy (sincKinetic N h + Matrix.diagonal V) :=
  threePoint_lt_sinc hN hh (Matrix.diagonal_transpose V)

end

end SincVersusThreePoint
```

```lean
#print axioms SincVersusThreePoint.threePoint_lt_sinc
#print axioms SincVersusThreePoint.threePoint_lt_sinc_diagonal
```

```
'SincVersusThreePoint.threePoint_lt_sinc' depends on axioms: [propext, Classical.choice, Quot.sound]
'SincVersusThreePoint.threePoint_lt_sinc_diagonal' depends on axioms: [propext, Classical.choice, Quot.sound]
```

## How the lemmas fit together

`lowestEnergy_spec` is the Rayleigh bound: `exists_isMinOn` supplies the minimiser, and `discrim_le_zero` turns the inequality in $t$ into $u\cdot u=0$. `lowestEnergy_lt` is the final chain of inequalities, for general symmetric matrices.

`HasDispersion` records the entry integrals. `sinc_dispersion` differentiates the antiderivative above and evaluates it at the endpoints; `threePoint_dispersion` uses the product formula and `integral_cos_int`. From these integrals, `HasDispersion.isSymm` obtains symmetry because cosine is even, and `HasDispersion.form` obtains the quadratic form by exchanging finite sums with the integral.

`dispersion_lt` is the half-angle estimate, closed by `nlinarith`. `kinetic_lt` applies `HasDispersion.form` to the identity matrix, with constant dispersion $1$, to find a phase of positive weight; `intervalIntegral.integral_pos` then gives strictness. `threePoint_lt_sinc` adds $V$ to both forms, and the diagonal case follows because a diagonal matrix is symmetric.
